# The mean-field soft-mode equation has exactly one Peierls temperature

In a one-dimensional metal, a lattice distortion of wavevector $2k_F$ couples occupied states just below the Fermi level to empty states just above it. The electrons screen this distortion and so lower the frequency of the corresponding phonon, more strongly the colder they are. Does the frequency reach zero on cooling, and can it do so more than once?

Take states paired at energies $\pm x$ about the Fermi level, a constant density of states up to a cutoff $W>0$, and $k_B=1$. The electronic response is then

$$I(T)=\int_0^W \frac{\tanh(x/2T)}{x}\,dx ,$$

and the mean-field squared frequency is $\omega_0^2\,(1-\lambda I(T))$. Here $\omega_0>0$ is the bare frequency, and $\lambda>0$ is a dimensionless constant that collects the electron-phonon coupling and the density of states. In this model the squared frequency vanishes at exactly one temperature $T_P>0$; it is positive above $T_P$ and negative below, where the undistorted lattice is unstable.

## Bounds on the response and the crossing at $1/\lambda$

With the Fermi occupation $f=1/(e^{x/T}+1)$, we have $\tanh(x/2T)=1-2f$. Put $u=x/T>0$.

- Since $e^u>1$, $2f<1$ and the integrand is positive. Since $f>0$, it is at most $1/x$.
- Since $e^{-u}(e^u+1)=1+e^{-u}\le 2$, we get $2f\ge e^{-u}\ge 1-u$. Hence $1-2f\le u$, and the integrand is at most $1/T$.
- Since $e^u+1\ge u$, $2f\le 2T/x$, and the integrand is at least $1/x-2T/x^2$.

Integrating the bound $1/T$ gives $0<I(T)\le W/T$. For $T\le W$, split the integral at $x=T$. The lower part lies between 0 and 1, and the upper part satisfies

$$\log\frac WT-2+\frac{2T}{W}\le\int_T^W\frac{\tanh(x/2T)}{x}\,dx\le\log\frac WT .$$

Therefore $\log(W/T)-2\le I(T)\le\log(W/T)+1$. For $T>W$ the lower bound still holds, because the logarithm is negative and $I$ is positive.

These bounds give $I\to\infty$ as $T\to0^+$ and $I\to0$ as $T\to\infty$. At fixed $x$, raising $T$ raises $f$ and lowers the integrand, so $I$ is strictly decreasing. For temperatures above $T/2$ the integrand is at most $2/T$, so dominated convergence gives continuity at $T$. Thus $I$ takes the value $1/\lambda$ exactly once, at $T_P$, and strict decrease fixes the signs on either side.

If $\lambda\le1$, then $1\le 1/\lambda=I(T_P)\le W/T_P$, so $T_P\le W$ and both logarithmic bounds apply:

$$W e^{-(1/\lambda+2)}\le T_P\le W e^{-(1/\lambda-1)} .$$

## Bracketing $T_P$ for $\lambda=1/2$

For $\lambda=1/2$ the bounds are $We^{-4}\approx0.018\,W$ and $We^{-1}\approx0.37\,W$. Their ratio is $e^3\approx20$ for every $\lambda\le1$.

A program can start bisection from this bracket: evaluate $1-\lambda I(T)$ at a trial temperature, then move down if it is positive and up if it is negative. Bisecting in $\log T$ starts from a width of 3, and ten halvings leave about 0.003. Near $x=0$ the integrand should be computed from $\tanh$, with limit $1/(2T)$, since $1-2f$ loses digits there.

In a lattice-dynamics calculation the same sign change appears as an eigenvalue of the dynamical matrix turning negative, often printed as a negative frequency; the uniqueness shown here belongs to the one-mode model with temperature-independent $\lambda$ and $\omega_0$.

## The model in Lean

The file opens Mathlib's tools for limits and integration.

```lean
import Mathlib

open Filter Topology MeasureTheory Set

namespace PeierlsTransition

noncomputable section
```

`pairKernel` is the integrand, with real arguments `T` and `x`.

```lean
/-- Thermal weight `tanh(x/(2T))/x` of two states paired at energies `±x`, for `x > 0` and
temperature `T > 0`, in units with Boltzmann constant one. -/
def pairKernel (T x : ℝ) : ℝ := Real.tanh (x / (2 * T)) / x
```

`peierlsIntegral W T` is $I(T)$, with the cutoff written explicitly.

```lean
/-- The electronic response integral `I(T)`: the pair weight summed over energies from zero to
the cutoff `W`, for `T > 0`. -/
def peierlsIntegral (W T : ℝ) : ℝ := ∫ x in (0 : ℝ)..W, pairKernel T x
```

`softModeSq` takes `w0`, `lam`, `W` and `T` for $\omega_0$, $\lambda$, $W$ and $T$. This formula is the physical input: it is defined here, not derived from an electron-phonon Hamiltonian. It neglects fluctuations and does not describe the distorted phase.

```lean
/-- Squared frequency of the soft phonon, `w0² (1 - lam I(T))`, with bare frequency `w0`,
electron-phonon coupling `lam` and temperature `T > 0`. -/
def softModeSq (w0 lam W T : ℝ) : ℝ := w0 ^ 2 * (1 - lam * peierlsIntegral W T)
```

## Estimates for the integrand and the integral

The Fermi form follows by writing $\tanh$ in exponentials and using $e^{x/T}=(e^{x/2T})^2$.

```lean
/-- The factor `tanh(x/(2T))` equals `1 - 2/(exp(x/T) + 1)`; for `T > 0` this is one minus twice the
Fermi occupation at energy `x` relative to the Fermi level. -/
theorem tanh_eq_one_sub_fermi (T x : ℝ) :
    Real.tanh (x / (2 * T)) = 1 - 2 / (Real.exp (x / T) + 1) := by
  have h : Real.exp (x / T) = Real.exp (x / (2 * T)) * Real.exp (x / (2 * T)) := by
    rw [← Real.exp_add]
    congr 1
    ring
  have hs : Real.exp (-(x / (2 * T))) * Real.exp (x / (2 * T)) = 1 := by
    rw [← Real.exp_add, neg_add_cancel, Real.exp_zero]
  rw [Real.tanh_eq_sinh_div_cosh, Real.sinh_eq, Real.cosh_eq, h,
    one_sub_div (by positivity), div_eq_div_iff (by positivity) (by positivity)]
  linear_combination (-Real.exp (x / (2 * T))) * hs
```

The next lemma collects the four pointwise bounds. `hE` and `hN` are the inequality $1+y\le e^y$ at $y=u$ and $y=-u$.

```lean
/-- At positive energy and temperature the pair weight is positive, at most `1/T` and at most
`1/x`, and it falls short of `1/x` by at most `2T/x²`. -/
theorem pairKernel_bounds {T x : ℝ} (hT : 0 < T) (hx : 0 < x) :
    0 < pairKernel T x ∧ pairKernel T x ≤ 1 / T ∧ pairKernel T x ≤ 1 / x ∧
      1 / x - 2 * T / x ^ 2 ≤ pairKernel T x := by
  unfold pairKernel
  rw [tanh_eq_one_sub_fermi]
  have hu : 0 < x / T := div_pos hx hT
  have hE := Real.add_one_le_exp (x / T)
  have hN := Real.add_one_le_exp (-(x / T))
  have hN1 : Real.exp (-(x / T)) ≤ 1 := Real.exp_le_one_iff.mpr (by linarith)
  have hs : Real.exp (-(x / T)) * Real.exp (x / T) = 1 := by
    rw [← Real.exp_add, neg_add_cancel, Real.exp_zero]
  have hE1 : 0 < Real.exp (x / T) + 1 := by positivity
  have h0 : 2 / (Real.exp (x / T) + 1) < 1 := by
    rw [div_lt_one hE1]
    linarith
  have hpos : 0 < 2 / (Real.exp (x / T) + 1) := by positivity
  refine ⟨div_pos (by linarith) hx, ?_, ?_, ?_⟩
  · have h1 : Real.exp (-(x / T)) ≤ 2 / (Real.exp (x / T) + 1) := by
      rw [le_div_iff₀ hE1, mul_add, hs]
      linarith
    have h2 : 1 - 2 / (Real.exp (x / T) + 1) ≤ x / T := by linarith
    rw [div_le_div_iff₀ hx hT, one_mul]
    exact (le_div_iff₀ hT).mp h2
  · exact div_le_div_of_nonneg_right (by linarith) hx.le
  · have h1 : x ≤ Real.exp (x / T) * T := (div_le_iff₀ hT).mp (by linarith)
    have h2 : 2 / (Real.exp (x / T) + 1) ≤ 2 * T / x := by
      rw [div_le_div_iff₀ hE1 hx]
      nlinarith
    calc 1 / x - 2 * T / x ^ 2 = (1 - 2 * T / x) / x := by ring
      _ ≤ _ := div_le_div_of_nonneg_right (by linarith) hx.le
```

Being measurable and bounded by $1/T$, the integrand is integrable on a finite range.

```lean
/-- At positive temperature the pair weight is integrable from zero up to any energy `b ≥ 0`. -/
theorem pairKernel_integrable {T b : ℝ} (hT : 0 < T) (hb : 0 ≤ b) :
    IntervalIntegrable (pairKernel T) volume 0 b := by
  have hm : Measurable (pairKernel T) := by
    unfold pairKernel
    simp only [tanh_eq_one_sub_fermi]
    fun_prop
  have hc : IntegrableOn (fun _ : ℝ => 1 / T) (Ioc 0 b) volume :=
    (intervalIntegrable_iff_integrableOn_Ioc_of_le hb).mp intervalIntegrable_const
  rw [intervalIntegrable_iff_integrableOn_Ioc_of_le hb]
  refine Integrable.mono' hc hm.aestronglyMeasurable ?_
  filter_upwards [ae_restrict_mem measurableSet_Ioc] with x hx
  have h := pairKernel_bounds hT hx.1
  rw [Real.norm_of_nonneg h.1.le]
  exact h.2.1
```

Positivity and the same constant bound are now integrated.

```lean
/-- For positive cutoff and temperature, `I(T)` is positive and at most `W/T`. -/
theorem peierlsIntegral_bounds {W T : ℝ} (hW : 0 < W) (hT : 0 < T) :
    0 < peierlsIntegral W T ∧ peierlsIntegral W T ≤ W / T := by
  have hi := pairKernel_integrable hT hW.le
  refine ⟨intervalIntegral.intervalIntegral_pos_of_pos_on hi
    (fun x hx => (pairKernel_bounds hT hx.1).1) hW, ?_⟩
  have h := intervalIntegral.integral_mono_on_of_le_Ioo hW.le hi
    (intervalIntegrable_const (c := 1 / T)) (fun x hx => (pairKernel_bounds hT hx.1).2.1)
  rw [intervalIntegral.integral_const, smul_eq_mul, sub_zero, mul_one_div] at h
  exact h
```

For the logarithmic bounds, `hsplit` cuts the range at $x=T$. The lower part is `peierlsIntegral T T`, which the previous lemma places between 0 and 1. On the upper part, `hd` supplies the antiderivative $\log y+2T/y$ of the lower bound.

```lean
/-- For positive cutoff and temperature, `I(T)` is at least `log(W/T) - 2`; if moreover
`T ≤ W`, it is at most `log(W/T) + 1`. -/
theorem peierlsIntegral_log_bounds {W T : ℝ} (hW : 0 < W) (hT : 0 < T) :
    Real.log (W / T) - 2 ≤ peierlsIntegral W T ∧
      (T ≤ W → peierlsIntegral W T ≤ Real.log (W / T) + 1) := by
  rcases le_or_gt T W with hTW | hTW
  · -- split the energy range at the thermal energy `T`
    have hi := (pairKernel_integrable hT hT.le).symm.trans (pairKernel_integrable hT hW.le)
    have hsplit : peierlsIntegral T T + ∫ x in T..W, pairKernel T x = peierlsIntegral W T :=
      intervalIntegral.integral_add_adjacent_intervals (pairKernel_integrable hT hT.le) hi
    have hlow := peierlsIntegral_bounds hT hT
    rw [div_self hT.ne'] at hlow
    have hpos : ∀ x ∈ uIcc T W, 0 < x := fun x hx => by
      rw [uIcc_of_le hTW] at hx
      exact hT.trans_le hx.1
    have hg : IntervalIntegrable (fun x : ℝ => 1 / x) volume T W := by
      apply ContinuousOn.intervalIntegrable
      intro x hx
      have hx0 := hpos x hx
      exact ContinuousAt.continuousWithinAt (by fun_prop (disch := positivity))
    have hl : IntervalIntegrable (fun x : ℝ => 1 / x - 2 * T / x ^ 2) volume T W := by
      apply ContinuousOn.intervalIntegrable
      intro x hx
      have hx0 := hpos x hx
      exact ContinuousAt.continuousWithinAt (by fun_prop (disch := positivity))
    have hup := intervalIntegral.integral_mono_on_of_le_Ioo hTW hi hg
      (fun x hx => (pairKernel_bounds hT (hT.trans hx.1)).2.2.1)
    rw [integral_one_div_of_pos hT hW] at hup
    have hdown := intervalIntegral.integral_mono_on_of_le_Ioo hTW hl hi
      (fun x hx => (pairKernel_bounds hT (hT.trans hx.1)).2.2.2)
    have hd : ∀ x ∈ uIcc T W, HasDerivAt (fun y : ℝ => Real.log y + 2 * T * y⁻¹)
        (1 / x - 2 * T / x ^ 2) x := fun x hx =>
      ((Real.hasDerivAt_log (hpos x hx).ne').fun_add
        ((hasDerivAt_inv (hpos x hx).ne').const_mul (2 * T))).congr_deriv (by ring)
    rw [intervalIntegral.integral_eq_sub_of_hasDerivAt hd hl] at hdown
    have h2 : 2 * T * T⁻¹ = 2 := by rw [mul_assoc, mul_inv_cancel₀ hT.ne', mul_one]
    have h3 : 0 < 2 * T * W⁻¹ := by positivity
    have h4 := Real.log_div hW.ne' hT.ne'
    exact ⟨by linarith, fun _ => by linarith⟩
  · have h := Real.log_nonpos (div_pos hW hT).le ((div_le_one hT).mpr hTW.le)
    exact ⟨by linarith [(peierlsIntegral_bounds hW hT).1], fun h' => absurd h' (not_le_of_gt hTW)⟩
```

## Continuity, monotonicity and limits

Continuity at each positive $T$ uses the dominating constant $2/T$.

```lean
/-- For a positive cutoff, `I(T)` is continuous on the positive temperatures. -/
theorem peierlsIntegral_continuousOn {W : ℝ} (hW : 0 < W) :
    ContinuousOn (peierlsIntegral W) (Ioi 0) := by
  intro T hT'
  have hT : 0 < T := hT'
  apply ContinuousAt.continuousWithinAt
  change ContinuousAt (fun S => ∫ x in (0 : ℝ)..W, pairKernel S x) T
  -- near `T` all kernels are dominated by the constant `2/T`
  refine intervalIntegral.continuousAt_of_dominated_interval (bound := fun _ => 2 / T)
    ?_ ?_ intervalIntegrable_const ?_
  · filter_upwards [lt_mem_nhds hT] with S hS
    exact (intervalIntegrable_iff.mp (pairKernel_integrable hS hW.le)).aestronglyMeasurable
  · filter_upwards [lt_mem_nhds (half_lt_self hT)] with S hS
    refine Eventually.of_forall fun x hx => ?_
    rw [uIoc_of_le hW.le] at hx
    have hS0 : 0 < S := (half_pos hT).trans hS
    have h := pairKernel_bounds hS0 hx.1
    rw [Real.norm_of_nonneg h.1.le]
    refine h.2.1.trans ?_
    rw [div_le_div_iff₀ hS0 hT]
    linarith
  · refine Eventually.of_forall fun x hx => ?_
    rw [uIoc_of_le hW.le] at hx
    have hx0 : 0 < x := hx.1
    unfold pairKernel
    simp only [tanh_eq_one_sub_fermi]
    fun_prop (disch := positivity)
```

For $S<T$, the difference of the two integrands is positive throughout $(0,W)$, so its integral is positive.

```lean
/-- For a positive cutoff, `I(T)` is strictly decreasing on the positive temperatures. -/
theorem peierlsIntegral_strictAntiOn {W : ℝ} (hW : 0 < W) :
    StrictAntiOn (peierlsIntegral W) (Ioi 0) := by
  intro S hS' T hT' hST
  have hS : 0 < S := hS'
  have hT : 0 < T := hT'
  have hiS := pairKernel_integrable hS hW.le
  have hiT := pairKernel_integrable hT hW.le
  have h := intervalIntegral.intervalIntegral_pos_of_pos_on (hiS.sub hiT) (fun x hx => by
    have hx0 : 0 < x := hx.1
    have hlt : pairKernel T x < pairKernel S x := by
      unfold pairKernel
      rw [tanh_eq_one_sub_fermi, tanh_eq_one_sub_fermi]
      gcongr
    exact sub_pos.mpr hlt) hW
  have he := intervalIntegral.integral_sub hiS hiT
  exact sub_pos.mp (h.trans_eq he)
```

For the divergence, given any $M$, every positive $T<We^{-(M+2)}$ has $I(T)\ge M$. At high temperature $I$ is squeezed between 0 and $W/T$.

```lean
/-- For a positive cutoff, `I(T)` grows without bound as `T` tends to zero from above, and tends
to zero at high temperature. -/
theorem peierlsIntegral_limits {W : ℝ} (hW : 0 < W) :
    Tendsto (peierlsIntegral W) (𝓝[>] 0) atTop ∧
      Tendsto (peierlsIntegral W) atTop (𝓝 0) := by
  constructor
  · refine tendsto_atTop.2 fun M => ?_
    have hb : 0 < W / Real.exp (M + 2) := by positivity
    filter_upwards [Ioo_mem_nhdsGT hb] with T hT
    have h1 := (lt_div_iff₀ (Real.exp_pos (M + 2))).mp hT.2
    have h2 : M + 2 ≤ Real.log (W / T) := by
      rw [Real.le_log_iff_exp_le (div_pos hW hT.1), le_div_iff₀ hT.1]
      linarith
    linarith [(peierlsIntegral_log_bounds hW hT.1).1]
  · refine tendsto_of_tendsto_of_tendsto_of_le_of_le' tendsto_const_nhds
      (tendsto_const_nhds.div_atTop tendsto_id : Tendsto (fun T : ℝ => W / T) atTop (𝓝 0)) ?_ ?_
    · filter_upwards [eventually_gt_atTop 0] with T hT
      exact (peierlsIntegral_bounds hW hT).1.le
    · filter_upwards [eventually_gt_atTop 0] with T hT
      exact (peierlsIntegral_bounds hW hT).2
```

## The transition temperature and its weak-coupling bounds

The theorem provides a positive `TP` such that, among positive temperatures, the squared frequency is zero if and only if `T = TP`; this equivalence carries the uniqueness. The proof finds `a` with $I(a)\ge1/\lambda$ and `b` with $I(b)<1/\lambda$, and applies the intermediate value theorem. `habove` and `hbelow` then turn strict decrease into the two signs.

```lean
/-- For positive bare frequency, coupling and cutoff there is exactly one positive temperature at
which the squared soft-mode frequency vanishes; it is positive above and negative below. -/
theorem exists_unique_peierls_temperature {w0 lam W : ℝ} (hw : 0 < w0) (hlam : 0 < lam)
    (hW : 0 < W) :
    ∃ TP, 0 < TP ∧ (∀ T, 0 < T → (softModeSq w0 lam W T = 0 ↔ T = TP)) ∧
      (∀ T, TP < T → 0 < softModeSq w0 lam W T) ∧
      (∀ T, 0 < T → T < TP → softModeSq w0 lam W T < 0) := by
  obtain ⟨hinf, hzero⟩ := peierlsIntegral_limits hW
  have hl : 0 < 1 / lam := by positivity
  obtain ⟨a, ha1, ha0⟩ := ((hinf.eventually_ge_atTop (1 / lam)).and self_mem_nhdsWithin).exists
  obtain ⟨b, hb1, hb0⟩ := ((hzero.eventually_lt_const hl).and (eventually_gt_atTop 0)).exists
  -- the response integral passes through `1/lam`
  obtain ⟨TP, hTP, hI⟩ := isPreconnected_Ioi.intermediate_value (mem_Ioi.mpr hb0) ha0
    (peierlsIntegral_continuousOn hW) ⟨hb1.le, ha1⟩
  have hTP0 : 0 < TP := hTP
  have hw2 : 0 < w0 ^ 2 := by positivity
  have habove : ∀ T, TP < T → 0 < softModeSq w0 lam W T := fun T hT => by
    have h := peierlsIntegral_strictAntiOn hW hTP (mem_Ioi.mpr (hTP0.trans hT)) hT
    rw [hI, lt_div_iff₀ hlam] at h
    exact mul_pos hw2 (by linarith)
  have hbelow : ∀ T, 0 < T → T < TP → softModeSq w0 lam W T < 0 := fun T hT0 hT => by
    have h := peierlsIntegral_strictAntiOn hW (mem_Ioi.mpr hT0) hTP hT
    rw [hI, div_lt_iff₀ hlam] at h
    exact mul_neg_of_pos_of_neg hw2 (by linarith)
  refine ⟨TP, hTP0, fun T hT0 => ⟨fun h => ?_, fun h => ?_⟩, habove, hbelow⟩
  · rcases lt_trichotomy T TP with h1 | h1 | h1
    · exact absurd h (hbelow T hT0 h1).ne
    · exact h1
    · exact absurd h (habove T h1).ne'
  · rw [h, softModeSq, hI, mul_one_div_cancel hlam.ne', sub_self, mul_zero]
```

The last theorem applies to any positive zero of the squared frequency, hence to $T_P$. It first derives `hTW`, that is $T\le W$, and then exponentiates the logarithmic bounds. The result places $T_P$ between $e^{-2}$ and $e$ times $We^{-1/\lambda}$, without determining the ratio more closely.

```lean
/-- For positive bare frequency and cutoff and coupling `0 < lam ≤ 1`, a positive temperature at
which the squared soft-mode frequency vanishes lies between `W exp(-(1/lam + 2))` and
`W exp(-(1/lam - 1))`. -/
theorem peierls_temperature_weak_coupling {w0 lam W T : ℝ} (hw : 0 < w0) (hlam : 0 < lam)
    (hlam1 : lam ≤ 1) (hW : 0 < W) (hT : 0 < T) (h : softModeSq w0 lam W T = 0) :
    W * Real.exp (-(1 / lam + 2)) ≤ T ∧ T ≤ W * Real.exp (-(1 / lam - 1)) := by
  have h1 : 1 - lam * peierlsIntegral W T = 0 :=
    (mul_eq_zero.mp h).resolve_left (pow_ne_zero 2 hw.ne')
  have hI : peierlsIntegral W T = 1 / lam := by
    rw [eq_div_iff hlam.ne']
    linarith
  have hl : 1 ≤ 1 / lam := by
    rw [le_div_iff₀ hlam]
    linarith
  -- weak coupling places the transition below the cutoff
  have hTW : T ≤ W := by
    have h2 : 1 ≤ W / T := by linarith [(peierlsIntegral_bounds hW hT).2]
    rw [le_div_iff₀ hT] at h2
    linarith
  obtain ⟨hlo, hup⟩ := peierlsIntegral_log_bounds hW hT
  have hup' := hup hTW
  rw [hI] at hlo hup'
  have hq : 0 < W / T := div_pos hW hT
  constructor
  · have h2 : W / T ≤ Real.exp (1 / lam + 2) :=
      (Real.log_le_iff_le_exp hq).mp (by linarith)
    rw [div_le_iff₀ hT] at h2
    rw [Real.exp_neg, ← div_eq_mul_inv, div_le_iff₀ (Real.exp_pos _)]
    linarith
  · have h2 : Real.exp (1 / lam - 1) ≤ W / T :=
      (Real.le_log_iff_exp_le hq).mp (by linarith)
    rw [le_div_iff₀ hT] at h2
    rw [Real.exp_neg, ← div_eq_mul_inv, le_div_iff₀ (Real.exp_pos _)]
    linarith

end

end PeierlsTransition
```

```lean
#print axioms PeierlsTransition.exists_unique_peierls_temperature
-- 'PeierlsTransition.exists_unique_peierls_temperature' depends on axioms: [propext, Classical.choice, Quot.sound]
#print axioms PeierlsTransition.peierls_temperature_weak_coupling
-- 'PeierlsTransition.peierls_temperature_weak_coupling' depends on axioms: [propext, Classical.choice, Quot.sound]
```
